# Moving a constant s → ±∞ into the local potential sends Kleinman-Bylander energies orthogonal to the reference state uniformly to ±∞

"Uniformly" is expressed here by the order of the quantifiers: for every energy M there is a threshold for the moved constant s beyond which one bound holds for all unit vectors x orthogonal to the reference state φ. The threshold may depend on M, but not on x. A limit taken separately for each x would be weaker, since the thresholds could then grow without bound as x varies.

The states live in a complex inner product space E. Every finite basis is covered, and neither finite dimension nor completeness is assumed. Operators are bounded, which holds automatically in a finite basis but excludes the kinetic energy on the full continuum space.

```lean
import Mathlib

open Filter
open scoped InnerProductSpace

namespace KleinmanBylanderLocalShift

noncomputable section

variable {E : Type*} [NormedAddCommGroup E] [InnerProductSpace ℂ E]
```

## The separable Hamiltonian and its shift

Let H0 contain the kinetic energy and the local potential, and let dV be the remaining, nonlocal part. An operator A is Hermitian if ⟨Ax, y⟩ = ⟨x, Ay⟩ for all x and y.

```lean
/-- A bounded operator is Hermitian if it can be moved across the inner product. -/
def Hermitian (A : E →L[ℂ] E) : Prop := ∀ x y, ⟪A x, y⟫_ℂ = ⟪x, A y⟫_ℂ
```

The inner product is linear in its second argument, so |a⟩⟨b| sends x to ⟨b, x⟩a.

```lean
/-- The operator `|a⟩⟨b|`. -/
def ketBra (a b : E) : E →L[ℂ] E := (innerSL ℂ b).smulRight a
```

The Kleinman-Bylander construction replaces dV by a rank-one operator built from its action on φ:

H_KB = H0 + |dVφ⟩⟨dVφ| / ⟨φ, dVφ⟩.

There is one reference state and one projector, and the overlap operator is the identity. The construction requires ⟨φ, dVφ⟩ ≠ 0. When this number is zero, Lean's convention 0⁻¹ = 0 makes `kb` equal to H0.

```lean
/-- The Kleinman-Bylander Hamiltonian `H0 + |dV φ⟩⟨dV φ| / ⟨φ, dV φ⟩`. -/
def kb (H0 dV : E →L[ℂ] E) (φ : E) : E →L[ℂ] E :=
  H0 + (⟪φ, dV φ⟫_ℂ)⁻¹ • ketBra (dV φ) (dV φ)
```

A real constant s can be moved from dV to H0 without changing H0 + dV. The separable Hamiltonian, however, can change:

H_s = H0 + s + |(dV − s)φ⟩⟨(dV − s)φ| / ⟨φ, (dV − s)φ⟩.

The full operator dV − s would cancel the added s on every vector, whereas its rank-one replacement is only guaranteed to act correctly on φ. The constant s models a change of local potential that is the same everywhere; a change confined to the core region is not treated.

```lean
/-- The Kleinman-Bylander Hamiltonian `H_s` after a constant `s` has been moved from the
nonlocal part `dV` to the local part `H0`. -/
def kbShift (H0 dV : E →L[ℂ] E) (φ : E) (s : ℝ) : E →L[ℂ] E :=
  kb (H0 + (s : ℂ) • ContinuousLinearMap.id ℂ E) (dV - (s : ℂ) • ContinuousLinearMap.id ℂ E) φ
```

## Hermiticity and the reference eigenpair

The calculations use ⟨v, v⟩ = ‖v‖², written as an equality of complex numbers.

```lean
/-- The inner product of a vector with itself is its squared norm. -/
lemma self_inner (v : E) : ⟪v, v⟫_ℂ = ((‖v‖ ^ 2 : ℝ) : ℂ) := by
  exact_mod_cast inner_self_eq_norm_sq_to_K (𝕜 := ℂ) v
```

Because s is real, ⟨sx, y⟩ = s⟨x, y⟩ = ⟨x, sy⟩. Both H0 + s and dV − s are therefore Hermitian when the original operators are.

```lean
/-- Adding or subtracting a real constant keeps an operator Hermitian. -/
lemma hermitian_shift {A : E →L[ℂ] E} (hA : Hermitian A) (s : ℝ) :
    Hermitian (A + (s : ℂ) • ContinuousLinearMap.id ℂ E) ∧
    Hermitian (A - (s : ℂ) • ContinuousLinearMap.id ℂ E) := by
  constructor
  · intro x y
    change ⟪A x + (s : ℂ) • x, y⟫_ℂ = ⟪x, A y + (s : ℂ) • y⟫_ℂ
    rw [inner_add_left, inner_add_right, inner_smul_left, inner_smul_right, hA x y,
      Complex.conj_ofReal]
  · intro x y
    change ⟪A x - (s : ℂ) • x, y⟫_ℂ = ⟪x, A y - (s : ℂ) • y⟫_ℂ
    rw [inner_sub_left, inner_sub_right, inner_smul_left, inner_smul_right, hA x y,
      Complex.conj_ofReal]
```

Write B = ⟨φ, dVφ⟩. For Hermitian dV, B equals its own complex conjugate and is real. The separable term contributes

⟨x, dVφ⟩⟨dVφ, y⟩ / B

to the matrix element between x and y, on whichever side the operator acts. Hence H_KB is Hermitian if H0 is.

```lean
/-- The Kleinman-Bylander Hamiltonian of Hermitian `H0` and `dV` is Hermitian. -/
theorem kb_hermitian {H0 dV : E →L[ℂ] E} (hH : Hermitian H0) (hV : Hermitian dV) (φ : E) :
    Hermitian (kb H0 dV φ) := by
  intro x y
  change ⟪H0 x + (⟪φ, dV φ⟫_ℂ)⁻¹ • (⟪dV φ, x⟫_ℂ • dV φ), y⟫_ℂ =
    ⟪x, H0 y + (⟪φ, dV φ⟫_ℂ)⁻¹ • (⟪dV φ, y⟫_ℂ • dV φ)⟫_ℂ
  simp only [inner_add_left, inner_add_right, inner_smul_left, inner_smul_right, map_inv₀,
    inner_conj_symm]
  rw [hH x y, hV φ φ]
  ring
```

Suppose that (H0 + dV)φ = eφ with e real, and that B ≠ 0. Since ⟨dVφ, φ⟩ = B,

H_KB φ = H0φ + (B/B) dVφ = H0φ + dVφ = eφ.

The proof in `kb_eigen` makes the same cancellation with `inv_mul_cancel₀`.

```lean
/-- If `dV` is Hermitian and `⟨φ, dV φ⟩` is nonzero, the Kleinman-Bylander Hamiltonian keeps the
eigenpair `(e, φ)` of `H0 + dV`. -/
theorem kb_eigen {H0 dV : E →L[ℂ] E} (hV : Hermitian dV) {φ : E} {e : ℝ}
    (h : H0 φ + dV φ = (e : ℂ) • φ) (hB : ⟪φ, dV φ⟫_ℂ ≠ 0) :
    kb H0 dV φ φ = (e : ℂ) • φ := by
  change H0 φ + (⟪φ, dV φ⟫_ℂ)⁻¹ • (⟪dV φ, φ⟫_ℂ • dV φ) = _
  rw [hV φ φ, smul_smul, inv_mul_cancel₀ hB, one_smul, h]
```

## The energy orthogonal to φ

From here on ‖φ‖ = 1. The shifted denominator is

⟨φ, (dV − s)φ⟩ = B − s‖φ‖² = B − s.

The code writes B as the real part of `⟪φ, dV φ⟫_ℂ`, which loses nothing because B is real.

```lean
/-- For Hermitian `dV` and a unit vector `φ`, moving the constant `s` lowers the Kleinman-Bylander
denominator by `s`. -/
lemma shifted_denominator {dV : E →L[ℂ] E} (hV : Hermitian dV) {φ : E} (hφ : ‖φ‖ = 1) (s : ℝ) :
    ⟪φ, dV φ - (s : ℂ) • φ⟫_ℂ = (((⟪φ, dV φ⟫_ℂ).re - s : ℝ) : ℂ) := by
  have hr : (((⟪φ, dV φ⟫_ℂ).re : ℝ) : ℂ) = ⟪φ, dV φ⟫_ℂ :=
    Complex.conj_eq_iff_re.mp (by rw [inner_conj_symm]; exact hV φ φ)
  rw [inner_sub_right, inner_smul_right, self_inner φ, hφ, Complex.ofReal_sub, hr]
  simp
```

Now take a unit vector x with ⟨φ, x⟩ = 0. Orthogonality removes s from the projector overlap:

⟨x, (dV − s)φ⟩ = ⟨x, dVφ⟩ − s⟨x, φ⟩ = ⟨x, dVφ⟩.

For s ≠ B the energy is therefore

⟨x, H_s x⟩ = ⟨x, H0x⟩ + s + |⟨x, dVφ⟩|² / (B − s).

The theorem `shifted_energy` states this multiplied by B − s. It takes real parts of the energies, because H0 need not be Hermitian at this stage. In the proof, `h1` and `h2` are the two projector overlaps, `key` is the displayed formula, and the last line clears the denominator.

```lean
/-- Let `dV` be Hermitian, `φ` a unit vector and `s ≠ ⟨φ, dV φ⟩`. For a unit vector `x` orthogonal
to `φ`, the energy of `H_s` minus that of `H0` and minus `s`, times the denominator `⟨φ, dV φ⟩ - s`,
is the squared modulus of the overlap of `x` with `dV φ`. -/
theorem shifted_energy {H0 dV : E →L[ℂ] E} (hV : Hermitian dV) {φ x : E} (hφ : ‖φ‖ = 1)
    (hx1 : ‖x‖ = 1) (hx : ⟪φ, x⟫_ℂ = 0) {s : ℝ} (hs : s ≠ (⟪φ, dV φ⟫_ℂ).re) :
    ((⟪φ, dV φ⟫_ℂ).re - s) *
      ((⟪x, kbShift H0 dV φ s x⟫_ℂ).re - (⟪x, H0 x⟫_ℂ).re - s) = ‖⟪x, dV φ⟫_ℂ‖ ^ 2 := by
  have hx' : ⟪x, φ⟫_ℂ = 0 := inner_eq_zero_symm.mp hx
  -- orthogonality removes the constant from the projector overlap
  have h1 : ⟪x, dV φ - (s : ℂ) • φ⟫_ℂ = ⟪x, dV φ⟫_ℂ := by
    rw [inner_sub_right, inner_smul_right, hx', mul_zero, sub_zero]
  have h2 : ⟪dV φ - (s : ℂ) • φ, x⟫_ℂ = starRingEnd ℂ ⟪x, dV φ⟫_ℂ := by
    rw [← inner_conj_symm (dV φ - (s : ℂ) • φ) x, h1]
  have happ : kbShift H0 dV φ s x = H0 x + (s : ℂ) • x + (⟪φ, dV φ - (s : ℂ) • φ⟫_ℂ)⁻¹ •
      (⟪dV φ - (s : ℂ) • φ, x⟫_ℂ • (dV φ - (s : ℂ) • φ)) := rfl
  have key : ⟪x, kbShift H0 dV φ s x⟫_ℂ = ⟪x, H0 x⟫_ℂ +
      ((s + ((⟪φ, dV φ⟫_ℂ).re - s)⁻¹ * ‖⟪x, dV φ⟫_ℂ‖ ^ 2 : ℝ) : ℂ) := by
    rw [happ, shifted_denominator hV hφ s, h2]
    simp only [inner_add_right, inner_smul_right]
    rw [h1, self_inner x, hx1, Complex.conj_mul']
    push_cast
    ring
  have hd := mul_inv_cancel₀ (sub_ne_zero.mpr hs.symm)
  rw [key, Complex.add_re, Complex.ofReal_re]
  linear_combination ‖⟪x, dV φ⟫_ℂ‖ ^ 2 * hd
```

If |B − s| ≥ 1 in the chosen unit of energy, the separable contribution has modulus at most |⟨x, dVφ⟩|², and the Cauchy-Schwarz inequality bounds this by ‖dVφ‖². The operator norm gives |Re⟨x, H0x⟩| ≤ ‖H0‖. Together,

|Re⟨x, H_s x⟩ − s| ≤ ‖H0‖ + ‖dVφ‖².

The right-hand side contains neither x nor s. In the proof, `hn` is the Cauchy-Schwarz bound, `hh` the bound on H0, and `ht` the estimate for the separable term.

```lean
/-- Let `dV` be Hermitian and `φ` a unit vector. If `⟨φ, dV φ⟩ - s` has modulus at least one, the
energy of `H_s` on every unit vector orthogonal to `φ` differs from `s` by at most `‖H0‖ + ‖dV φ‖²`.
-/
theorem energy_near_shift {H0 dV : E →L[ℂ] E} (hV : Hermitian dV) {φ x : E} (hφ : ‖φ‖ = 1)
    (hx1 : ‖x‖ = 1) (hx : ⟪φ, x⟫_ℂ = 0) {s : ℝ} (hd : 1 ≤ |(⟪φ, dV φ⟫_ℂ).re - s|) :
    |(⟪x, kbShift H0 dV φ s x⟫_ℂ).re - s| ≤ ‖H0‖ + ‖dV φ‖ ^ 2 := by
  have hs : s ≠ (⟪φ, dV φ⟫_ℂ).re := by
    intro h
    rw [← h, sub_self, abs_zero] at hd
    linarith
  have key := shifted_energy (H0 := H0) hV hφ hx1 hx hs
  have hn : ‖⟪x, dV φ⟫_ℂ‖ ≤ ‖dV φ‖ := by
    simpa [hx1] using norm_inner_le_norm (𝕜 := ℂ) x (dV φ)
  have hn2 := pow_le_pow_left₀ (norm_nonneg _) hn 2
  have hh : |(⟪x, H0 x⟫_ℂ).re| ≤ ‖H0‖ := by
    refine (Complex.abs_re_le_norm _).trans ((norm_inner_le_norm _ _).trans ?_)
    rw [hx1, one_mul]
    simpa [hx1] using H0.le_opNorm x
  have ht := mul_le_mul_of_nonneg_right hd
    (abs_nonneg ((⟪x, kbShift H0 dV φ s x⟫_ℂ).re - (⟪x, H0 x⟫_ℂ).re - s))
  rw [← abs_mul, key, abs_of_nonneg (sq_nonneg ‖⟪x, dV φ⟫_ℂ‖), one_mul] at ht
  have ha := abs_le.mp (ht.trans hn2)
  have hb := abs_le.mp hh
  exact abs_le.mpr ⟨by linarith [ha.1, hb.1], by linarith [ha.2, hb.2]⟩
```

## Uniform divergence in both directions

Put C = ‖H0‖ + ‖dVφ‖². If s ≥ B + 1 and s ≥ M + C, then

Re⟨x, H_s x⟩ ≥ s − C ≥ M

for every unit x orthogonal to φ. If s ≤ B − 1 and s ≤ M − C, then

Re⟨x, H_s x⟩ ≤ s + C ≤ M.

In both ranges B − s ≠ 0, so the eigenpair argument applied to H0 + s and dV − s gives H_s φ = eφ.

In `energy_diverges_uniformly`, `∀ᶠ s in atTop` means "for all sufficiently large s", and `∀ᶠ s in atBot` means "for all sufficiently negative s". The quantifier over x stands inside these, as uniformity requires. The hypotheses are that dV is Hermitian, φ is a unit vector and (H0 + dV)φ = eφ. If E is one-dimensional, no unit vector is orthogonal to φ, and only the eigenpair part has content.

The two calls to `filter_upwards` combine the two thresholds on each side, and `linarith` performs the final comparison with M.

```lean
/-- Let `dV` be Hermitian and `φ` a unit eigenvector of `H0 + dV` with real eigenvalue `e`. Then
`H_s` keeps the eigenpair `(e, φ)` for all large `|s|`, while its energy on the unit vectors
orthogonal to `φ` tends uniformly to `+∞` as `s → +∞` and to `-∞` as `s → -∞`. -/
theorem energy_diverges_uniformly {H0 dV : E →L[ℂ] E} (hV : Hermitian dV) {φ : E} {e : ℝ}
    (hφ : ‖φ‖ = 1) (h : H0 φ + dV φ = (e : ℂ) • φ) (M : ℝ) :
    (∀ᶠ s in atTop, kbShift H0 dV φ s φ = (e : ℂ) • φ ∧
      ∀ x : E, ‖x‖ = 1 → ⟪φ, x⟫_ℂ = 0 → M ≤ (⟪x, kbShift H0 dV φ s x⟫_ℂ).re) ∧
    (∀ᶠ s in atBot, kbShift H0 dV φ s φ = (e : ℂ) • φ ∧
      ∀ x : E, ‖x‖ = 1 → ⟪φ, x⟫_ℂ = 0 → (⟪x, kbShift H0 dV φ s x⟫_ℂ).re ≤ M) := by
  -- the eigenpair survives whenever the shifted denominator is nonzero
  have heig : ∀ s : ℝ, (⟪φ, dV φ⟫_ℂ).re - s ≠ 0 → kbShift H0 dV φ s φ = (e : ℂ) • φ := by
    intro s hs
    refine kb_eigen (hermitian_shift hV s).2 ?_ ?_
    · change (H0 φ + (s : ℂ) • φ) + (dV φ - (s : ℂ) • φ) = _
      rw [← h]
      abel
    · change ⟪φ, dV φ - (s : ℂ) • φ⟫_ℂ ≠ 0
      rw [shifted_denominator hV hφ s]
      exact Complex.ofReal_ne_zero.mpr hs
  constructor
  · filter_upwards [eventually_ge_atTop ((⟪φ, dV φ⟫_ℂ).re + 1),
      eventually_ge_atTop (M + (‖H0‖ + ‖dV φ‖ ^ 2))] with s h1 h2
    refine ⟨heig s (by intro h0; linarith), fun x hx1 hx => ?_⟩
    have hb := energy_near_shift (H0 := H0) hV hφ hx1 hx (s := s)
      (le_abs.mpr (Or.inr (by linarith)))
    linarith [(abs_le.mp hb).1]
  · filter_upwards [eventually_le_atBot ((⟪φ, dV φ⟫_ℂ).re - 1),
      eventually_le_atBot (M - (‖H0‖ + ‖dV φ‖ ^ 2))] with s h1 h2
    refine ⟨heig s (by intro h0; linarith), fun x hx1 hx => ?_⟩
    have hb := energy_near_shift (H0 := H0) hV hφ hx1 hx (s := s)
      (le_abs.mpr (Or.inl (by linarith)))
    linarith [(abs_le.mp hb).2]
```

In this bounded model with a single projector, reproducing the reference eigenpair says nothing about where the other energies lie. That bears on ghost states in separable pseudopotentials: a test of the reference level alone cannot detect states that the choice of local potential has pushed below it.

## The reference level as minimum or maximum

Let A be Hermitian with Aφ = eφ. Any vector y splits as y = cφ + x, with c = ⟨φ, y⟩ and x orthogonal to φ. The cross terms vanish, because

⟨φ, Ax⟩ = ⟨Aφ, x⟩ = e⟨φ, x⟩ = 0,

and the parts along φ cancel in the difference

⟨y, Ay⟩ − e‖y‖² = ⟨x, Ax⟩ − e‖x‖².

If x = 0, this is zero. Otherwise set u = x/‖x‖ and r = ‖x‖, which turns the right-hand side into r²(⟨u, Au⟩ − e). The two alternatives in `excess_energy` are these two cases.

```lean
/-- For a Hermitian operator with unit eigenvector `φ`, the energy of `y` relative to `e` is zero or
a nonnegative multiple of that of some unit vector orthogonal to `φ`. -/
lemma excess_energy {A : E →L[ℂ] E} (hA : Hermitian A) {φ : E} {e : ℝ} (hφ : ‖φ‖ = 1)
    (he : A φ = (e : ℂ) • φ) (y : E) :
    (⟪y, A y⟫_ℂ).re - e * ‖y‖ ^ 2 = 0 ∨ ∃ (u : E) (r : ℝ), ‖u‖ = 1 ∧ ⟪φ, u⟫_ℂ = 0 ∧
      (⟪y, A y⟫_ℂ).re - e * ‖y‖ ^ 2 = r ^ 2 * ((⟪u, A u⟫_ℂ).re - e) := by
  -- split y into its part along φ and an orthogonal remainder x
  obtain ⟨c, x, hx, rfl⟩ : ∃ (c : ℂ) (x : E), ⟪φ, x⟫_ℂ = 0 ∧ y = c • φ + x :=
    ⟨⟪φ, y⟫_ℂ, y - ⟪φ, y⟫_ℂ • φ, by
      rw [inner_sub_right, inner_smul_right, self_inner φ, hφ]; simp, by abel⟩
  have hx' : ⟪x, φ⟫_ℂ = 0 := inner_eq_zero_symm.mp hx
  have hAx : ⟪φ, A x⟫_ℂ = 0 := by rw [← hA φ x, he, inner_smul_left, hx, mul_zero]
  have hk : ⟪c • φ + x, A (c • φ + x)⟫_ℂ - (e : ℂ) * ⟪c • φ + x, c • φ + x⟫_ℂ =
      ⟪x, A x⟫_ℂ - (e : ℂ) * ⟪x, x⟫_ℂ := by
    simp only [map_add, map_smul, he, inner_add_left, inner_add_right, inner_smul_left,
      inner_smul_right, hAx, hx, hx']
    ring
  rw [self_inner (c • φ + x), self_inner x] at hk
  have hr := congrArg Complex.re hk
  simp only [Complex.sub_re, Complex.re_ofReal_mul, Complex.ofReal_re] at hr
  by_cases h0 : x = 0
  · left
    rw [hr]
    simp [h0]
  · right
    have hn : ‖x‖ ≠ 0 := norm_ne_zero_iff.mpr h0
    refine ⟨((‖x‖⁻¹ : ℝ) : ℂ) • x, ‖x‖, ?_, ?_, ?_⟩
    · rw [norm_smul, Complex.norm_real, norm_inv, norm_norm, inv_mul_cancel₀ hn]
    · rw [inner_smul_right, hx, mul_zero]
    · rw [hr, map_smul, inner_smul_left, inner_smul_right, Complex.conj_ofReal,
        Complex.re_ofReal_mul, Complex.re_ofReal_mul]
      field_simp
```

Now assume that H0 is Hermitian as well, so that H_s is Hermitian, and choose M = e in the divergence theorem. For large positive s every such u has energy at least e, and hence

⟨y, H_s y⟩ ≥ e‖y‖² for all y.

For large negative s the inequality is reversed. For y ≠ 0, division by ‖y‖² gives the energy of the normalised state. The value e is attained at φ, so it is the minimum of the normalised energies in the first case and their maximum in the second.

The proof applies `excess_energy` to H_s and uses that r² times a nonnegative number is nonnegative.

```lean
/-- Let `H0` and `dV` be Hermitian and `φ` a unit eigenvector of `H0 + dV` with real eigenvalue `e`.
Then `e * ‖y‖ ^ 2` is, for every `y`, a lower bound of the energy form of `H_s` for all large
positive `s` and an upper bound for all large negative `s`. -/
theorem reference_lowest_or_highest {H0 dV : E →L[ℂ] E} (hH : Hermitian H0) (hV : Hermitian dV)
    {φ : E} {e : ℝ} (hφ : ‖φ‖ = 1) (h : H0 φ + dV φ = (e : ℂ) • φ) :
    (∀ᶠ s in atTop, ∀ y : E, e * ‖y‖ ^ 2 ≤ (⟪y, kbShift H0 dV φ s y⟫_ℂ).re) ∧
    (∀ᶠ s in atBot, ∀ y : E, (⟪y, kbShift H0 dV φ s y⟫_ℂ).re ≤ e * ‖y‖ ^ 2) := by
  have hherm : ∀ s, Hermitian (kbShift H0 dV φ s) := fun s =>
    kb_hermitian (hermitian_shift hH s).1 (hermitian_shift hV s).2 φ
  obtain ⟨htop, hbot⟩ := energy_diverges_uniformly hV hφ h e
  constructor
  · filter_upwards [htop] with s hs y
    rcases excess_energy (hherm s) hφ hs.1 y with h0 | ⟨u, r, hu, hφu, hy⟩
    · linarith
    · have := mul_nonneg (sq_nonneg r) (sub_nonneg.mpr (hs.2 u hu hφu))
      linarith
  · filter_upwards [hbot] with s hs y
    rcases excess_energy (hherm s) hφ hs.1 y with h0 | ⟨u, r, hu, hφu, hy⟩
    · linarith
    · have := mul_nonneg (sq_nonneg r) (sub_nonneg.mpr (hs.2 u hu hφu))
      linarith
```

## A two-level example

Let φ and u be the two standard basis vectors of ℂ², let P project on φ, and let X exchange φ and u. Take H0 = P − X and dV = P + X. Both are Hermitian, and

(H0 + dV)φ = 2Pφ = 2φ.

The overlap ⟨u, dVφ⟩ = 1 is nonzero, so the separable term does act on the orthogonal state. The theorem `two_level_witness` checks these properties by expanding both operators in inner products.

Here B = 1 and ⟨u, H0u⟩ = 0, so for s ≠ 1 the energy formula becomes

⟨u, H_s u⟩ = s + 1/(1 − s).

At s = 0 this is 1, below the reference energy 2; at s = 3 it is 5/2, above it.

```lean
/-- A two-level model with `H0 = P - X` and `dV = P + X`, where `P` projects on `φ` and `X` swaps
`φ` and `u`: both are Hermitian, `φ` has energy 2, and `dV` couples `φ` to `u`. -/
theorem two_level_witness :
    let φ : EuclideanSpace ℂ (Fin 2) := EuclideanSpace.single 0 1
    let u : EuclideanSpace ℂ (Fin 2) := EuclideanSpace.single 1 1
    let P := ketBra φ φ
    let X := ketBra φ u + ketBra u φ
    Hermitian (P - X) ∧ Hermitian (P + X) ∧ ‖φ‖ = 1 ∧ ‖u‖ = 1 ∧ ⟪φ, u⟫_ℂ = 0 ∧
      (P - X) φ + (P + X) φ = ((2 : ℝ) : ℂ) • φ ∧ ⟪u, (P + X) φ⟫_ℂ = 1 := by
  intro φ u P X
  have hφ : ‖φ‖ = 1 := by simp [φ]
  have hu : ‖u‖ = 1 := by simp [u]
  have hφu : ⟪φ, u⟫_ℂ = 0 := by simp [φ, u, EuclideanSpace.inner_single_left]
  have huφ : ⟪u, φ⟫_ℂ = 0 := inner_eq_zero_symm.mp hφu
  have hφφ : ⟪φ, φ⟫_ℂ = 1 := by rw [self_inner φ, hφ]; simp
  have huu : ⟪u, u⟫_ℂ = 1 := by rw [self_inner u, hu]; simp
  have hm : ∀ x, (P - X) x = ⟪φ, x⟫_ℂ • φ - (⟪u, x⟫_ℂ • φ + ⟪φ, x⟫_ℂ • u) := fun _ => rfl
  have hp : ∀ x, (P + X) x = ⟪φ, x⟫_ℂ • φ + (⟪u, x⟫_ℂ • φ + ⟪φ, x⟫_ℂ • u) := fun _ => rfl
  refine ⟨?_, ?_, hφ, hu, hφu, ?_, ?_⟩
  · intro x y
    rw [hm, hm]
    simp only [inner_sub_left, inner_sub_right, inner_add_left, inner_add_right,
      inner_smul_left, inner_smul_right, inner_conj_symm]
    ring
  · intro x y
    rw [hp, hp]
    simp only [inner_add_left, inner_add_right, inner_smul_left, inner_smul_right,
      inner_conj_symm]
    ring
  · rw [hm, hp, hφφ, huφ]
    push_cast
    module
  · rw [hp, hφφ, huφ]
    simp only [inner_add_right, inner_smul_right, huφ, huu]
    norm_num

end

end KleinmanBylanderLocalShift
```

```lean
#print axioms KleinmanBylanderLocalShift.energy_diverges_uniformly
#print axioms KleinmanBylanderLocalShift.reference_lowest_or_highest
```

```
'KleinmanBylanderLocalShift.energy_diverges_uniformly' depends on axioms: [propext, Classical.choice, Quot.sound]
'KleinmanBylanderLocalShift.reference_lowest_or_highest' depends on axioms: [propext, Classical.choice, Quot.sound]
```
